# Maximum overlap with a cluster state and the vanishing of excited coefficients

Label a finite orthonormal set of determinants by `n`, let $e_r$ (`Pi.single r 1`) be the reference determinant, and write real states as vectors and real operators as matrices over these labels. The cluster state is $\Phi_T=e^{T}e_r$, and its overlap with a target vector $\psi$ is $\langle\psi,\Phi_T\rangle/\lVert\Phi_T\rVert$, with the Euclidean norm.

```lean
import Mathlib

open Matrix Filter Topology

namespace BruecknerOverlap

noncomputable section

variable {n : Type*} [Fintype n] [DecidableEq n]

/-- The cluster state `exp(T) e_r` built on the reference determinant `r`. -/
def clusterState (T : Matrix n n ℝ) (r : n) : n → ℝ :=
  NormedSpace.exp T *ᵥ Pi.single r 1

/-- The overlap of `ψ` with the cluster state, divided by the norm of the cluster state. -/
def overlap (ψ : n → ℝ) (T : Matrix n n ℝ) (r : n) : ℝ :=
  (ψ ⬝ᵥ clusterState T r) / √(clusterState T r ⬝ᵥ clusterState T r)

/-- An operator applied to the reference determinant gives its reference column. -/
theorem mulVec_ref (M : Matrix n n ℝ) (r : n) :
    M *ᵥ Pi.single r 1 = fun i => M i r := by
  ext i
  simp

/-- The cluster state is never the zero vector. -/
theorem clusterState_ne_zero (T : Matrix n n ℝ) (r : n) : clusterState T r ≠ 0 := by
  intro h
  obtain ⟨u, hu⟩ := Matrix.isUnit_exp T
  -- undo the exponential to recover the reference
  have h1 : (↑u⁻¹ : Matrix n n ℝ) *ᵥ clusterState T r = Pi.single r 1 := by
    unfold clusterState
    rw [Matrix.mulVec_mulVec, ← hu, Units.inv_mul, Matrix.one_mulVec]
  rw [h, Matrix.mulVec_zero] at h1
  have h2 := congrFun h1 r
  simp at h2

open scoped Matrix.Norms.Operator in
/-- The cluster state `exp(sT) e_r` has derivative `T e_r` with respect to `s` at `s = 0`. -/
theorem hasDerivAt_clusterState (T : Matrix n n ℝ) (r : n) :
    HasDerivAt (fun s : ℝ => clusterState (s • T) r) (T *ᵥ Pi.single r 1) 0 := by
  have h := hasDerivAt_exp_smul_const (𝕂 := ℝ) T (0 : ℝ)
  rw [zero_smul, NormedSpace.exp_zero, one_mul] at h
  -- reading off the reference column is a continuous linear map
  let L : Matrix n n ℝ →ₗ[ℝ] (n → ℝ) :=
    { toFun := fun M i => M i r
      map_add' := fun _ _ => rfl
      map_smul' := fun _ _ => rfl }
  have h2 := L.toContinuousLinearMap.hasFDerivAt.comp_hasDerivAt (0 : ℝ) h
  have hf : (fun s : ℝ => clusterState (s • T) r)
      = fun s : ℝ => fun i => NormedSpace.exp (s • T) i r :=
    funext fun s => mulVec_ref _ r
  rw [hf, mulVec_ref]
  exact h2

/-- For any generator `T`, the slope of the normalized overlap at `s = 0` is
`⟨ψ, T e_r⟩` minus `ψ_r T_rr`. -/
theorem hasDerivAt_overlap_general (ψ : n → ℝ) (T : Matrix n n ℝ) (r : n) :
    HasDerivAt (fun s : ℝ => overlap ψ (s • T) r)
      (ψ ⬝ᵥ (T *ᵥ Pi.single r 1) - ψ r * T r r) 0 := by
  have h0 : clusterState ((0 : ℝ) • T) r = Pi.single r 1 := by
    unfold clusterState
    rw [zero_smul, NormedSpace.exp_zero, Matrix.one_mulVec]
  have e1 : (Pi.single r 1 : n → ℝ) ⬝ᵥ Pi.single r 1 = 1 := by simp
  have e2 : ψ ⬝ᵥ Pi.single r 1 = ψ r := by simp
  have hi := hasDerivAt_pi.1 (hasDerivAt_clusterState T r)
  -- numerator
  have hA : HasDerivAt (fun s : ℝ => ψ ⬝ᵥ clusterState (s • T) r)
      (ψ ⬝ᵥ (T *ᵥ Pi.single r 1)) 0 :=
    HasDerivAt.fun_sum (u := Finset.univ) (fun i _ => (hi i).const_mul (ψ i))
  -- squared norm
  have hN : HasDerivAt
      (fun s : ℝ => clusterState (s • T) r ⬝ᵥ clusterState (s • T) r) (2 * T r r) 0 := by
    have h := HasDerivAt.fun_sum (u := Finset.univ) (fun i _ => (hi i).fun_mul (hi i))
    refine h.congr_deriv ?_
    simp only [h0, mulVec_ref]
    simp [Finset.sum_add_distrib, Pi.single_apply, two_mul]
  have hD := hN.sqrt (by simp only [h0, e1]; norm_num)
  have hq := hA.fun_div hD (by simp only [h0, e1, Real.sqrt_one]; norm_num)
  refine hq.congr_deriv ?_
  simp only [h0, e1, e2, Real.sqrt_one]
  ring

/-- If `T` has no diagonal element on the reference, the slope of the normalized overlap
at `s = 0` is `⟨ψ, T e_r⟩`. -/
theorem hasDerivAt_overlap (ψ : n → ℝ) (T : Matrix n n ℝ) (r : n) (hT : T r r = 0) :
    HasDerivAt (fun s : ℝ => overlap ψ (s • T) r) (ψ ⬝ᵥ (T *ᵥ Pi.single r 1)) 0 := by
  simpa only [hT, mul_zero, sub_zero] using hasDerivAt_overlap_general ψ T r

/-- If every `X a` in a finite family has zero diagonal element on the reference, and zero
amplitudes locally maximize the normalized overlap, then `ψ` is orthogonal to every `X a e_r`. -/
theorem maximum_overlap_orthogonal {ι : Type*} [Fintype ι] (X : ι → Matrix n n ℝ)
    (r : n) (ψ : n → ℝ) (hX : ∀ a, X a r r = 0)
    (hmax : IsLocalMax (fun t : ι → ℝ => overlap ψ (∑ a, t a • X a) r) 0) (a : ι) :
    ψ ⬝ᵥ (X a *ᵥ Pi.single r 1) = 0 := by
  classical
  have hs : ∀ s : ℝ, ∑ b, (s • (Pi.single a 1 : ι → ℝ)) b • X b = s • X a := by
    intro s
    simp [Pi.single_apply, ite_smul]
  have hz : ∑ b, (0 : ι → ℝ) b • X b = (0 : ℝ) • X a := by simp
  have hc : Continuous (fun s : ℝ => s • (Pi.single a 1 : ι → ℝ)) := by fun_prop
  have ht := hc.tendsto 0
  simp only [zero_smul] at ht
  -- restrict the maximum to the line of the single amplitude `a`
  have hloc : IsLocalMax (fun s : ℝ => overlap ψ (s • X a) r) 0 := by
    refine (ht.eventually hmax).mono fun s h => ?_
    have h' : overlap ψ (∑ b, (s • (Pi.single a 1 : ι → ℝ)) b • X b) r
        ≤ overlap ψ (∑ b, (0 : ι → ℝ) b • X b) r := h
    rw [hs s, hz] at h'
    exact h'
  exact hloc.hasDerivAt_eq_zero (hasDerivAt_overlap ψ (X a) r (hX a))

/-- Brueckner condition: if each `X a` takes the reference to a nonzero multiple of an excited
determinant `f a`, a maximum-overlap reference forces the coefficients `ψ (f a)` to vanish. -/
theorem brueckner_condition {ι : Type*} [Fintype ι] (X : ι → Matrix n n ℝ)
    (r : n) (ψ : n → ℝ) (f : ι → n) (σ : ι → ℝ) (hf : ∀ a, f a ≠ r) (hσ : ∀ a, σ a ≠ 0)
    (hX : ∀ a, X a *ᵥ Pi.single r 1 = σ a • Pi.single (f a) 1)
    (hmax : IsLocalMax (fun t : ι → ℝ => overlap ψ (∑ a, t a • X a) r) 0) (a : ι) :
    ψ (f a) = 0 := by
  have hd : ∀ b, X b r r = 0 := by
    intro b
    have h := congrFun (hX b) r
    rw [mulVec_ref] at h
    simpa [Pi.single_apply, (hf b).symm] using h
  have h := maximum_overlap_orthogonal X r ψ hd hmax a
  rw [hX a, dotProduct_smul] at h
  simpa [hσ a] using h

/-- The excitation operator of a three-level ladder, raising level 0 to 1 and level 1 to 2. -/
def ladder : Matrix (Fin 3) (Fin 3) ℝ := !![0, 0, 0; 1, 0, 0; 0, 1, 0]

/-- On the ladder the cluster state has components `1`, `s` and `s²/2`. -/
theorem clusterState_ladder (s : ℝ) : clusterState (s • ladder) 0 = ![1, s, s ^ 2 / 2] := by
  have h3 : ladder ^ 3 = 0 := by
    ext i j
    fin_cases i <;> fin_cases j <;>
      simp [ladder, pow_succ, Matrix.mul_apply, Fin.sum_univ_succ]
  have hA : (s • ladder) ^ 3 = 0 := by rw [smul_pow, h3, smul_zero]
  -- the exponential series stops after the quadratic term
  have he : NormedSpace.exp (s • ladder)
      = ∑ k ∈ Finset.range 3, ((k.factorial : ℝ)⁻¹) • (s • ladder) ^ k := by
    rw [NormedSpace.exp_eq_tsum ℝ]
    refine tsum_eq_sum fun k hk => ?_
    have hk' : 3 ≤ k := by simpa using hk
    rw [pow_eq_zero_of_le hk' hA, smul_zero]
  unfold clusterState
  rw [mulVec_ref, he]
  ext i
  fin_cases i <;>
    simp [Finset.sum_range_succ, pow_two, ladder, Nat.factorial]
  ring

/-- For `ψ = (1, 0, c)` on the ladder the component along `ladder e_0` vanishes for every `c`, but
`s = 0` is a local maximum of the overlap exactly when `c ≤ 1`. -/
theorem ladder_isLocalMax_iff (c : ℝ) :
    ![1, 0, c] ⬝ᵥ (ladder *ᵥ Pi.single 0 1) = 0 ∧
      (IsLocalMax (fun s : ℝ => overlap ![1, 0, c] (s • ladder) 0) 0 ↔ c ≤ 1) := by
  have ho : ∀ s : ℝ, overlap ![1, 0, c] (s • ladder) 0
      = (1 + c * s ^ 2 / 2) / (1 + s ^ 2 / 2) := by
    intro s
    have hn : ![1, s, s ^ 2 / 2] ⬝ᵥ ![1, s, s ^ 2 / 2] = (1 + s ^ 2 / 2) ^ 2 := by
      simp only [dotProduct, Fin.sum_univ_three, Matrix.cons_val]
      ring
    have hp : ![1, 0, c] ⬝ᵥ ![1, s, s ^ 2 / 2] = 1 + c * s ^ 2 / 2 := by
      simp only [dotProduct, Fin.sum_univ_three, Matrix.cons_val]
      ring
    unfold overlap
    rw [clusterState_ladder, hn, hp, Real.sqrt_sq (by positivity)]
  have hone : (1 + c * (0 : ℝ) ^ 2 / 2) / (1 + (0 : ℝ) ^ 2 / 2) = 1 := by norm_num
  refine ⟨?_, ?_⟩
  · rw [mulVec_ref]
    simp [ladder, dotProduct, Fin.sum_univ_three]
  · simp only [ho]
    constructor
    · intro h
      obtain ⟨ε, hε, hb⟩ := Metric.eventually_nhds_iff.1 h
      -- compare with a small nonzero amplitude
      have h1 := hb (y := ε / 2) (by
        rw [Real.dist_eq, sub_zero, abs_of_pos (by positivity)]
        linarith)
      beta_reduce at h1
      rw [hone, div_le_one (by positivity)] at h1
      have hpos : 0 < (ε / 2) ^ 2 := by positivity
      by_contra hc
      have hc' : 0 < c - 1 := by linarith [not_le.1 hc]
      nlinarith [mul_pos hc' hpos]
    · intro hc
      refine Filter.Eventually.of_forall fun s => ?_
      change (1 + c * s ^ 2 / 2) / (1 + s ^ 2 / 2)
        ≤ (1 + c * (0 : ℝ) ^ 2 / 2) / (1 + (0 : ℝ) ^ 2 / 2)
      rw [hone, div_le_one (by positivity)]
      nlinarith [mul_nonneg (sub_nonneg.2 hc) (sq_nonneg s)]

end

end BruecknerOverlap
```

```lean
#print axioms BruecknerOverlap.clusterState_ne_zero
#print axioms BruecknerOverlap.brueckner_condition
#print axioms BruecknerOverlap.clusterState_ladder
#print axioms BruecknerOverlap.ladder_isLocalMax_iff
```

```
'BruecknerOverlap.clusterState_ne_zero' depends on axioms: [propext, Classical.choice, Quot.sound]
'BruecknerOverlap.brueckner_condition' depends on axioms: [propext, Classical.choice, Quot.sound]
'BruecknerOverlap.clusterState_ladder' depends on axioms: [propext, Classical.choice, Quot.sound]
'BruecknerOverlap.ladder_isLocalMax_iff' depends on axioms: [propext, Classical.choice, Quot.sound]
```

## Excitations, amplitudes and the target state

`hasDerivAt_overlap` says that if $T_{rr}=0$, the overlap of $\psi$ with $e^{sT}e_r$ has derivative $\langle\psi,Te_r\rangle$ at $s=0$. An excitation operator never leads back to the reference, so its reference row is zero and the condition holds. Nilpotency is not needed. For a general $T$, `hasDerivAt_overlap_general` gives the slope $\langle\psi,Te_r\rangle-\psi_rT_{rr}$.

The next two theorems take a finite family of matrices $X_a$ with real amplitudes $t_a$, so that $T=\sum_a t_aX_a$. The hypothesis `hmax` says that $t=0$ is a local maximum of the overlap: no small admixture of the chosen excitations brings the cluster state closer to $\psi$. If every $X_a$ has zero reference diagonal, `maximum_overlap_orthogonal` concludes that $\psi$ is orthogonal to every $X_ae_r$.

In `brueckner_condition`, each $X_a$ sends the reference to $\sigma_a e_{f(a)}$, where $f(a)\neq r$ labels an excited determinant and $\sigma_a\neq0$ holds a fermionic sign or a scale factor. The conclusion is $\psi_{f(a)}=0$. If the $X_a$ are all the single excitations, $\psi$ has no singles coefficients relative to this reference. If, in addition, the labels run over all determinants that the chosen orbitals allow for the given number of electrons, $e^Te_r$ is itself an unnormalized determinant, by Thouless's theorem, which the file does not use; the maximization then compares the reference with nearby determinants.

For electronic structure, this links maximum-overlap orbitals to vanishing singles in a finite real determinant basis, given a target state and a reference that is already locally optimal. The maximum is assumed. The theorems neither construct Brueckner orbitals nor solve truncated coupled-cluster equations, and $\psi$ need not be an eigenstate. It need not be normalized either: dividing a nonzero $\psi$ by its norm rescales the overlap by a positive constant and leaves the maxima where they are. The overlap is signed, not an absolute value.

## The slope at zero amplitude

Write $\Phi(s)=e^{sT}e_r$. It never vanishes, because $e^{-sT}\Phi(s)=e_r\neq0$; `clusterState_ne_zero` proves this with the inverse of the exponential. To first order,

$$\Phi(s)=e_r+sTe_r+O(s^2).$$

Let $A(s)=\langle\psi,\Phi(s)\rangle$ and $N(s)=\langle\Phi(s),\Phi(s)\rangle$. Then

$$A(0)=\psi_r,\quad A'(0)=\langle\psi,Te_r\rangle,\quad N(0)=1,\quad N'(0)=2\langle e_r,Te_r\rangle=2T_{rr}.$$

The quotient rule gives

$$\frac{d}{ds}\frac{A}{\sqrt N}\bigg|_{0}=\frac{A'(0)}{\sqrt{N(0)}}-\frac{A(0)N'(0)}{2N(0)^{3/2}}=\langle\psi,Te_r\rangle-\psi_rT_{rr}.$$

In the Lean proof, `hA` and `hN` are the derivatives of $A$ and $N$, obtained by differentiating finite sums component by component. The square-root and quotient rules then combine them, and `ring` simplifies the result after the values at zero are inserted. Setting $T_{rr}=0$ removes the second term.

## From a local maximum to a zero coefficient

Fix one excitation $a$ and set all other amplitudes to zero. Along this line $T=sX_a$, and a local maximum in the full amplitude space remains one at $s=0$. Fermat's theorem makes the slope zero, so

$$\langle\psi,X_ae_r\rangle=0.$$

In `maximum_overlap_orthogonal`, `hs` collapses the sum over excitations to $sX_a$, and the continuity of the line carries the maximum over to `hloc`. The last line equates the zero slope with the derivative already computed.

If $X_ae_r=\sigma_ae_{f(a)}$, the orthogonality reads $\sigma_a\psi_{f(a)}=0$, and $\sigma_a\neq0$ leaves $\psi_{f(a)}=0$. The required diagonal condition follows from the same assumption: $(X_a)_{rr}$ is the $r$-component of $\sigma_ae_{f(a)}$, which is zero because $f(a)\neq r$.

## Zero singles without a maximum

The converse fails. The matrix `ladder`, written $L$, acts as $Le_0=e_1$, $Le_1=e_2$, $Le_2=0$. It describes two electrons in two orbitals, with $e_1$ the normalized open-shell singlet and $L$ the spin-summed single excitation divided by $\sqrt2$. Here the labels stand for orthonormal singlet states, since $e_1$ combines two determinants; the theorems use only the orthonormality of the basis. Since $L^3=0$, the exponential series stops:

$$e^{sL}e_0=(1,s,s^2/2),\qquad \lVert e^{sL}e_0\rVert^2=1+s^2+\tfrac{s^4}{4}=\left(1+\tfrac{s^2}{2}\right)^2.$$

For $\psi=(1,0,c)$ the component along $Le_0$ is zero whatever $c$ is, while the overlap is

$$\frac{1+cs^2/2}{1+s^2/2}=1+\frac{(c-1)s^2/2}{1+s^2/2}.$$

With $\psi$ normalized, this is divided by $\sqrt{1+c^2}$. Hence $s=0$ is a local maximum exactly when $c\le1$. For $c>1$ the doubly excited state outweighs the reference, and any small nonzero amplitude increases the overlap. The Lean proof tests the point $s=\varepsilon/2$ inside the neighbourhood supplied by the assumed maximum; for $c\le1$ the inequality holds at every $s$.

## Differentiating the matrix exponential

The calculus rests on Mathlib's `hasDerivAt_exp_smul_const`, which states that $s\mapsto e^{sT}$ has derivative $e^{sT}T$. At $s=0$ this is $T$. The lemma is formulated for normed algebras, whereas Mathlib gives matrices no default norm, since several are in common use. The line `open scoped Matrix.Norms.Operator in` selects an operator norm for `hasDerivAt_clusterState` alone.

The linear map `L` in that proof (distinct from the ladder matrix) then reads off the reference column. It is continuous because the matrix space is finite-dimensional, so it carries the derivative of the matrix exponential to that of the cluster state. The resulting statement concerns only a vector-valued function, and the later theorems use it without choosing a matrix norm.
